# For positive couplings on a finite simple graph, the zero-field Ising model has Z(K) ≥ Z(−K), with equality exactly when the graph is bipartite

## Spins, bonds and signs

Place a spin $s_i=\pm1$ on each site $i$ of a finite simple graph with site set $V$ and edge set $E$. For an edge $e=\{i,j\}$ write $b_e(s)=s_is_j$ for the bond variable. With exchange energy $J_e$ and temperature $T$, the dimensionless coupling is $K_e=J_e/k_BT$. The coupling sum and the partition function are

$$B(s)=\sum_{e\in E}K_e\,b_e(s),\qquad Z(K)=\sum_s e^{B(s)} .$$

The energy is $-k_BT\,B(s)$, each edge is counted once, and there is no field. Positive $K_e$ favours parallel spins. $Z(-K)$ belongs to the antiferromagnet obtained by reversing every coupling at the same temperature.

## The cost of frustration

A ferromagnet can satisfy all its bonds at once by aligning its spins. An antiferromagnet can do so only if the sites split into two sublattices with every edge running between them, that is, if the graph is bipartite. Otherwise it is frustrated. The question is what this does to the partition function at a given finite temperature.

If $K_e>0$ on every edge, then $Z(K)\ge Z(-K)$, and equality holds if and only if the graph is bipartite. Since $F=-k_BT\ln Z$, the free energy of the antiferromagnet is never below that of the ferromagnet, and it is strictly higher exactly when there is frustration.

In a cluster expansion of a binary alloy, truncated to pair terms of one sign on a finite cell, this compares an alloy that favours like neighbours with one that favours unlike neighbours. The composition must be free to vary, with the chemical potential difference chosen so that the point term vanishes. At fixed composition the inequality can fail: for two bonded sites holding one atom of each kind, the sum is $2e^{-K}$ for the first alloy and $2e^{K}$ for the second. That a real alloy is described by such a truncated sum is a physical assumption which the hypotheses do not supply.

## Derivation from the odd moments

**The gap as a series.** Reversing all couplings changes $B$ into $-B$. With $M_m=\sum_s B(s)^m$,

$$Z(K)-Z(-K)=2\sum_s\sinh B(s)=2\sum_{n\ge0}\frac{M_{2n+1}}{(2n+1)!}.$$

The sum over configurations is finite, so it may be exchanged with the series.

**The moments are non-negative.** Let $st$ denote the site-by-site product of two configurations, and let $\chi$ be a real function with $\chi(st)=\chi(s)\chi(t)$. Then $\sum_s\chi(s)B(s)^n\ge0$ for every $n$, by induction.

For $n=0$, the claim is clear if $\chi$ is nowhere negative. If $\chi(t)<0$ for some $t$, the map $s\mapsto ts$ permutes the configurations, so $\sum_s\chi(s)=\chi(t)\sum_s\chi(s)$, and the sum is zero.

For the step from $n$ to $n+1$, expand one factor of $B$:

$$\sum_s\chi(s)B(s)^{n+1}=\sum_{e\in E}K_e\sum_s\chi(s)b_e(s)\,B(s)^n .$$

The function $\chi b_e$ is again multiplicative, so each inner sum is non-negative, and so is $K_e$. Taking $\chi=1$ gives $M_n\ge0$, hence $Z(K)\ge Z(-K)$.

**Equality produces two sublattices.** If the partition functions agree, a series of non-negative terms sums to zero, so every odd moment vanishes. The aligned configuration has $B=W=\sum_{e\in E}K_e$. Suppose that $B(s)>-W$ for all $s$. Applied to the aligned configuration, this gives $W>0$. As there are finitely many configurations, some $r$ with $0\le r<W$ satisfies $B(s)\ge-r$ for all $s$.

For odd $m$ every term $B(s)^m+r^m$ is then non-negative, and the aligned term is at most the whole sum. With $N=2^{|V|}$ configurations,

$$W^m+r^m\le M_m+Nr^m=Nr^m .$$

But $N(r/W)^m<1$ for large $m$, which is a contradiction. So some configuration has $B(s)\le-W$, and for it

$$\sum_{e\in E}K_e\,(1+b_e(s))=W+B(s)\le0 .$$

No term on the left is negative, so all are zero, and $K_e>0$ forces $b_e(s)=-1$ on every edge. The up and down spins of $s$ are the two sublattices.

**Two sublattices produce equality.** Let $t$ be $+1$ on one sublattice and $-1$ on the other. Then $b_e(t)=-1$ on every edge, so $B(ts)=-B(s)$. Since $s\mapsto ts$ permutes the configurations, $Z(K)=Z(-K)$.

## The triangle, and an odd periodic cell

For three mutually connected sites, two configurations have $B=3K$ and six have $B=-K$. Hence

$$Z(K)-Z(-K)=4\sinh 3K-12\sinh K=16\sinh^3K .$$

At $K=0.5$ the two partition functions are about $12.603$ and $10.339$. The first moment is $2\cdot3K-6K=0$, and the third, $48K^3$, is the first to detect the triangle.

The same effect enters simulations through boundary conditions. The infinite square lattice is bipartite, but a periodic $L\times L$ cell with odd $L\ge3$ contains closed loops of odd length $L$. The antiferromagnet in that finite cell is frustrated, and its partition function lies strictly below the ferromagnetic one.

## Zero or negative bonds

Give the triangle three different couplings. Writing $e^{K_eb_e}=\cosh K_e+b_e\sinh K_e$ and summing over the spins yields

$$Z(K)-Z(-K)=16\,\sinh K_1\sinh K_2\sinh K_3 .$$

If one coupling is zero and the others are positive, the partition functions agree although the triangle is not bipartite. The equality criterion therefore fails if $K_e>0$ is weakened to $K_e\ge0$. If one coupling is negative and the others are positive, the inequality itself is reversed. These triangle formulas and the periodic cell are worked examples, separate from the Lean theorems.

## Reading the Lean statement

A configuration is a function `s : V → ℤˣ`. The units of the integers are $1$ and $-1$, so configurations form a group under site-by-site multiplication, and `1` is the aligned state. An unordered pair of sites has type `Sym2 V`, and `bond s e` is $b_e(s)$ as a real number.

The couplings are a function `K : Sym2 V → ℝ`, of which only the values on `G.edgeFinset` matter. `couplingSum G K s` is $B(s)$, `partitionFunction G K` is $Z(K)$, and `-K` reverses every coupling. `G.Colorable 2` says that two colours suffice to give adjacent sites different colours, which is bipartiteness.

The main theorem, `ferro_ge_antiferro`, assumes `0 < K e` on each edge and concludes both the inequality and the equivalence. `uniform_ferro_ge_antiferro` is the case of a single coupling, written `k`; this letter is not Boltzmann's constant, although the `kT` in the docstring of `couplingSum` does mean $k_BT$. Likewise `χ` is a multiplicative function, not a susceptibility.

The graph is finite. Where the free energy per site has a thermodynamic limit, the weak inequality passes to it, but a strict one may become an equality, as it does for odd periodic cells of the square lattice as $L$ grows. The Lean theorems do not treat this limit.

```lean
import Mathlib

open Finset

namespace IsingFrustration

noncomputable section

variable {V : Type*}

/-- The bond variable `s_i s_j` of an Ising configuration `s` on the pair `e = {i, j}`. -/
def bond (s : V → ℤˣ) (e : Sym2 V) : ℝ :=
  Sym2.lift ⟨fun i j => ((s i : ℤ) : ℝ) * ((s j : ℤ) : ℝ), fun _ _ => mul_comm _ _⟩ e

/-- Multiplying two configurations site by site multiplies their bond variables. -/
theorem bond_mul (s t : V → ℤˣ) (e : Sym2 V) : bond (s * t) e = bond s e * bond t e := by
  induction e using Sym2.ind with
  | _ i j =>
    simp only [bond, Sym2.lift_mk, Pi.mul_apply, Units.val_mul, Int.cast_mul]
    ring

/-- A bond variable is either `1` or `-1`. -/
theorem bond_sign (s : V → ℤˣ) (e : Sym2 V) : bond s e = 1 ∨ bond s e = -1 := by
  induction e using Sym2.ind with
  | _ i j =>
    rcases Int.units_eq_one_or (s i) with h | h <;>
      rcases Int.units_eq_one_or (s j) with h' | h' <;> simp [bond, h, h']

variable [Fintype V] [DecidableEq V] (G : SimpleGraph V) [DecidableRel G.Adj] (K : Sym2 V → ℝ)

/-- The sum of `K_e s_i s_j` over the edges: minus the energy in units of `kT`. -/
def couplingSum (s : V → ℤˣ) : ℝ := ∑ e ∈ G.edgeFinset, K e * bond s e

/-- The zero-field Ising partition function with dimensionless bond couplings `K_e`. -/
def partitionFunction : ℝ := ∑ s : V → ℤˣ, Real.exp (couplingSum G K s)

/-- For non-negative couplings, a multiplicative function of the configuration (such as a product
of spins) has a non-negative sum against every power of the coupling sum. -/
theorem correlation_nonneg (hK : ∀ e ∈ G.edgeFinset, 0 ≤ K e) (n : ℕ) :
    ∀ χ : (V → ℤˣ) → ℝ, (∀ s t, χ (s * t) = χ s * χ t) →
      0 ≤ ∑ s, χ s * couplingSum G K s ^ n := by
  induction n with
  | zero =>
    intro χ hχ
    simp only [pow_zero, mul_one]
    by_cases h : ∀ s, 0 ≤ χ s
    · exact sum_nonneg fun s _ => h s
    · simp only [not_forall, not_le] at h
      obtain ⟨t, ht⟩ := h
      -- translating by `t` multiplies the sum by a negative number, so it vanishes
      have key : ∑ s, χ s = χ t * ∑ s, χ s :=
        calc ∑ s, χ s = ∑ s, χ (t * s) := (Equiv.sum_comp (Equiv.mulLeft t) χ).symm
          _ = χ t * ∑ s, χ s := by simp only [hχ, mul_sum]
      by_contra hneg
      have hpos := mul_pos_of_neg_of_neg ht (not_le.mp hneg)
      linarith [not_le.mp hneg]
  | succ n ih =>
    intro χ hχ
    -- expand one factor over the bonds and absorb the bond variable into `χ`
    have key : ∑ s, χ s * couplingSum G K s ^ (n + 1) =
        ∑ e ∈ G.edgeFinset, K e * ∑ s, (χ s * bond s e) * couplingSum G K s ^ n := by
      simp only [mul_sum]
      rw [sum_comm]
      refine sum_congr rfl fun s _ => ?_
      calc χ s * couplingSum G K s ^ (n + 1)
          = (χ s * couplingSum G K s ^ n) * ∑ e ∈ G.edgeFinset, K e * bond s e := by
            rw [pow_succ, ← mul_assoc]; rfl
        _ = _ := by
            rw [mul_sum]
            exact sum_congr rfl fun e _ => by ring
    rw [key]
    refine sum_nonneg fun e he => mul_nonneg (hK e he) (ih (fun s => χ s * bond s e) ?_)
    intro s t
    simp only [hχ, bond_mul]
    ring

/-- The difference between `Z(K)` and `Z(-K)` is a series in the odd moments of the
coupling sum. -/
theorem gap_hasSum :
    HasSum (fun n : ℕ => 2 * ((∑ s, couplingSum G K s ^ (2 * n + 1)) /
      (Nat.factorial (2 * n + 1) : ℝ)))
      (partitionFunction G K - partitionFunction G (-K)) := by
  have h := (hasSum_sum (s := univ) fun (s : V → ℤˣ) _ =>
    Real.hasSum_sinh (couplingSum G K s)).mul_left 2
  have hd : partitionFunction G K - partitionFunction G (-K) =
      2 * ∑ s : V → ℤˣ, Real.sinh (couplingSum G K s) := by
    rw [partitionFunction, partitionFunction, ← sum_sub_distrib, mul_sum]
    refine sum_congr rfl fun s _ => ?_
    have hneg : couplingSum G (-K) s = -couplingSum G K s := by
      simp [couplingSum, sum_neg_distrib]
    rw [hneg, Real.sinh_eq]
    ring
  rw [hd]
  simp only [sum_div]
  exact h

/-- If all couplings on the edges are positive and every odd moment of the coupling sum vanishes,
the graph is bipartite. -/
theorem colorable_of_odd_moments (hK : ∀ e ∈ G.edgeFinset, 0 < K e)
    (h : ∀ n : ℕ, ∑ s, couplingSum G K s ^ (2 * n + 1) = 0) : G.Colorable 2 := by
  -- some configuration reaches minus the value of the aligned state
  obtain ⟨s, hs⟩ : ∃ s, couplingSum G K s ≤ -couplingSum G K 1 := by
    by_contra hno
    simp only [not_exists, not_le] at hno
    have hW : 0 < couplingSum G K 1 := by linarith [hno 1]
    obtain ⟨s₀, h₀⟩ := Finite.exists_min (couplingSum G K)
    obtain ⟨r, hr0, hrW, hr⟩ : ∃ r : ℝ, 0 ≤ r ∧ r < couplingSum G K 1 ∧
        ∀ s, -r ≤ couplingSum G K s :=
      ⟨max 0 (-couplingSum G K s₀), le_max_left _ _, max_lt hW (by linarith [hno s₀]),
        fun s => by linarith [h₀ s, le_max_right (0 : ℝ) (-couplingSum G K s₀)]⟩
    have hN : (0 : ℝ) < (Fintype.card (V → ℤˣ) : ℝ) := by exact_mod_cast Fintype.card_pos
    have hlt : r / couplingSum G K 1 < 1 := (div_lt_one hW).2 hrW
    obtain ⟨n, hn⟩ := exists_pow_lt_of_lt_one (one_div_pos.2 hN) hlt
    -- a high odd power is dominated by the aligned state
    have h1 := lt_of_le_of_lt (pow_le_pow_of_le_one (div_nonneg hr0 hW.le) hlt.le
      (show n ≤ 2 * n + 1 by omega)) hn
    rw [div_pow, div_lt_div_iff₀ (pow_pos hW _) hN] at h1
    have hodd : Odd (2 * n + 1) := ⟨n, rfl⟩
    have h2 : couplingSum G K 1 ^ (2 * n + 1) + r ^ (2 * n + 1) ≤
        ∑ s, (couplingSum G K s ^ (2 * n + 1) + r ^ (2 * n + 1)) := by
      refine single_le_sum (f := fun s => couplingSum G K s ^ (2 * n + 1) + r ^ (2 * n + 1))
        (fun s _ => ?_) (mem_univ 1)
      have h3 : (-r) ^ (2 * n + 1) ≤ couplingSum G K s ^ (2 * n + 1) :=
        hodd.strictMono_pow.monotone (hr s)
      rw [hodd.neg_pow] at h3
      change 0 ≤ couplingSum G K s ^ (2 * n + 1) + r ^ (2 * n + 1)
      linarith
    rw [sum_add_distrib, h n, sum_const, Finset.card_univ, nsmul_eq_mul] at h2
    linarith [pow_nonneg hr0 (2 * n + 1)]
  -- in that configuration every bond is antiparallel
  have hsum : ∑ e ∈ G.edgeFinset, K e * (1 + bond s e) =
      couplingSum G K 1 + couplingSum G K s := by
    rw [couplingSum, couplingSum, ← sum_add_distrib]
    refine sum_congr rfl fun e _ => ?_
    have h1 : bond (1 : V → ℤˣ) e = 1 := by
      induction e using Sym2.ind with
      | _ i j => simp [bond]
    rw [h1]
    ring
  have hnn : ∀ e ∈ G.edgeFinset, 0 ≤ K e * (1 + bond s e) := fun e he =>
    mul_nonneg (hK e he).le (by rcases bond_sign s e with h | h <;> rw [h] <;> norm_num)
  have hz := (sum_eq_zero_iff_of_nonneg hnn).1
    (le_antisymm (by rw [hsum]; linarith) (sum_nonneg hnn))
  have hne : ∀ {i j : V}, G.Adj i j → s i ≠ s j := by
    intro i j hij heq
    have he : s(i, j) ∈ G.edgeFinset := by simpa using hij
    have h1 := hz _ he
    have hb : bond s s(i, j) = 1 := by
      rcases Int.units_eq_one_or (s j) with h | h <;> simp [bond, heq, h]
    rw [hb] at h1
    linarith [hK _ he]
  have hcol := (SimpleGraph.Coloring.mk s (fun h => hne h) : G.Coloring ℤˣ).colorable
  have hc : Fintype.card ℤˣ = 2 := rfl
  rwa [hc] at hcol

/-- On a bipartite graph, reversing the sign of all couplings leaves the partition function
unchanged, whatever the signs of the individual couplings. -/
theorem partitionFunction_neg_of_colorable (hG : G.Colorable 2) :
    partitionFunction G K = partitionFunction G (-K) := by
  obtain ⟨C⟩ := hG
  -- `t` flips the spins of one sublattice
  let t : V → ℤˣ := fun i => if C i = 0 then 1 else -1
  have aux : ∀ a b : Fin 2, a ≠ b → (a = 0 ∧ b = 1) ∨ (a = 1 ∧ b = 0) := by decide
  have ht : ∀ e ∈ G.edgeFinset, bond t e = -1 := by
    intro e
    induction e using Sym2.ind with
    | _ i j =>
      intro he
      have hij : G.Adj i j := by simpa using he
      rcases aux _ _ (C.valid hij) with ⟨h, h'⟩ | ⟨h, h'⟩ <;> simp [bond, t, h, h']
  have flip : ∀ s, couplingSum G K (t * s) = couplingSum G (-K) s := fun s =>
    sum_congr rfl fun e he => by
      rw [bond_mul, ht e he, Pi.neg_apply]
      ring
  exact (Equiv.sum_comp (Equiv.mulLeft t) (fun s => Real.exp (couplingSum G K s))).symm.trans
    (sum_congr rfl fun s _ => congrArg Real.exp (flip s))

/-- For positive, possibly bond-dependent couplings, the ferromagnetic partition function is at
least the antiferromagnetic one, with equality if and only if the graph is bipartite. -/
theorem ferro_ge_antiferro (hK : ∀ e ∈ G.edgeFinset, 0 < K e) :
    partitionFunction G (-K) ≤ partitionFunction G K ∧
      (partitionFunction G K = partitionFunction G (-K) ↔ G.Colorable 2) := by
  have hm : ∀ n : ℕ, 0 ≤ ∑ s, couplingSum G K s ^ n := fun n => by
    simpa using correlation_nonneg G K (fun e he => (hK e he).le) n (fun _ => 1) (by simp)
  have hterm : ∀ n : ℕ, 0 ≤ 2 * ((∑ s, couplingSum G K s ^ (2 * n + 1)) /
      (Nat.factorial (2 * n + 1) : ℝ)) := fun n =>
    mul_nonneg zero_le_two (div_nonneg (hm _) (Nat.cast_nonneg _))
  have hgap := gap_hasSum G K
  refine ⟨sub_nonneg.1 (hgap.nonneg hterm), fun heq => ?_,
    partitionFunction_neg_of_colorable G K⟩
  -- a vanishing sum of non-negative terms has only vanishing terms
  refine colorable_of_odd_moments G K hK fun n => ?_
  have hle := le_hasSum hgap n fun j _ => hterm j
  rw [heq, sub_self] at hle
  have hzero := le_antisymm hle (hterm n)
  have hf : (Nat.factorial (2 * n + 1) : ℝ) ≠ 0 := by
    exact_mod_cast Nat.factorial_ne_zero _
  simpa [hf] using hzero

/-- For a uniform coupling `k > 0`, `Z(k)` is at least `Z(-k)`, with equality if and only if the
graph is bipartite. -/
theorem uniform_ferro_ge_antiferro (k : ℝ) (hk : 0 < k) :
    partitionFunction G (fun _ => -k) ≤ partitionFunction G (fun _ => k) ∧
      (partitionFunction G (fun _ => k) = partitionFunction G (fun _ => -k) ↔
        G.Colorable 2) :=
  ferro_ge_antiferro G (fun _ => k) fun _ _ => hk

end

end IsingFrustration
```

```lean
#print axioms IsingFrustration.ferro_ge_antiferro
#print axioms IsingFrustration.uniform_ferro_ge_antiferro
```

```
'IsingFrustration.ferro_ge_antiferro' depends on axioms: [propext, Classical.choice, Quot.sound]
'IsingFrustration.uniform_ferro_ge_antiferro' depends on axioms: [propext, Classical.choice, Quot.sound]
```

## From the derivation to the Lean proof

`bond_mul` states that $b_e(st)=b_e(s)b_e(t)$, and `bond_sign` that a bond variable is $1$ or $-1$.

`correlation_nonneg` is the induction on the power of $B$. The statement quantifies over all `χ` after `n` is fixed, so the induction hypothesis can be applied to the new function `χ s * bond s e`. In the base case, `Equiv.sum_comp (Equiv.mulLeft t)` is the relabelling $s\mapsto ts$. In the successor case, `key` is the expansion over edges, with `sum_comm` exchanging the two sums.

`gap_hasSum` adds the power series of $\sinh B(s)$ over the configurations. `HasSum` records that the series converges to the stated difference.

`colorable_of_odd_moments` first finds the configuration with $B(s)\le-W$, by contradiction. `Finite.exists_min` provides the lowest value of $B$, from which `r` is built. `exists_pow_lt_of_lt_one` finds a power `n` with $(r/W)^n<1/N$, and the bound carries over to the odd power `2 * n + 1`. `single_le_sum` compares the aligned term with the whole sum. Next, `sum_eq_zero_iff_of_nonneg` makes every $K_e(1+b_e(s))$ vanish, and `s` itself serves as the colouring, with the two elements of `ℤˣ` as colours.

`partitionFunction_neg_of_colorable` is the sublattice flip. It makes no assumption on the signs of the couplings, so it also holds for mixed bonds on a bipartite graph.

`ferro_ge_antiferro` combines these results. The constant function `χ = 1` gives non-negative moments, and `hgap.nonneg` turns them into the inequality. In the equality case `le_hasSum` bounds each term by the total, which is zero, so every odd moment vanishes and the colouring lemma applies.
